# Complex energies of a Hermitian two-level pair with overlap diag(1, −s)

An energy is taken here to be any complex number $x$ for which $Hc = xSc$ has a nonzero solution $c$, where $H$ is the Hamiltonian matrix, $S$ the overlap matrix and $c$ the vector of expansion coefficients. This definition allows nonreal $x$ from the start and asks nothing of the sign of $S$. A definition by way of an orthonormalised basis would presuppose a positive definite overlap, which is the property given up below.

## The condition for complex energies

In a linearised augmented-plane-wave (LAPW) calculation, $S$ contains the scalar products of the basis functions. For linearly independent functions and correct integrals it is positive definite. An error in the overlap can destroy this property while leaving $S$ Hermitian. A two-level model of the damage is

$$H=\begin{pmatrix} a & w\\ w^* & b\end{pmatrix},\qquad S=\begin{pmatrix}1&0\\0&-s\end{pmatrix},\qquad s>0,$$

with real $a$, $b$ and complex coupling $w$. The number $-s$ is the false squared norm of the second basis function. The pair has a nonreal energy if and only if

$$|as+b|<2\sqrt{s}\,|w|.$$

Without coupling the energies are $a$ and $-b/s$. Division by $s$ turns the condition into $|a-(-b/s)|<2|w|/\sqrt{s}$: the energies become complex when the distance between the uncoupled levels is less than twice the coupling, with the second function rescaled to squared norm $-1$.

## Derivation by hand

Let $H$ and $S$ first be Hermitian matrices of any finite size, and let $Hc=xSc$. Multiplication by $c^\dagger$ from the left gives

$$c^\dagger Hc = x\,c^\dagger Sc .$$

Both quadratic forms are real, so the complex conjugate of this equation is $c^\dagger Hc=x^*c^\dagger Sc$. Subtraction gives $(x-x^*)\,c^\dagger Sc=0$. A nonreal $x$ therefore requires $c^\dagger Sc=0$. If $S$ is positive definite, no nonzero $c$ satisfies this, and all energies are real.

For the two-level pair, a nonzero $c$ exists exactly when $\det(H-xS)=0$, which is the secular equation

$$(a-x)(b+xs)=|w|^2 .$$

Write $x=u+iv$ with real $u$ and $v$, and set $D=as-b-2su$. The real and imaginary parts of the secular equation are

$$(a-u)(b+us)+sv^2=|w|^2,\qquad vD=0 .$$

To complete the square, apply $4pq=(p+q)^2-(p-q)^2$ with $p=s(a-u)$ and $q=b+us$. Here $p+q=as+b$ and $p-q=D$, so the real part multiplied by $4s$ reads

$$(as+b)^2-D^2+4s^2v^2=4s|w|^2 .$$

If $v\neq0$, the imaginary part forces $D=0$, and then

$$(2sv)^2=4s|w|^2-(as+b)^2 .$$

The left side is positive, so $(as+b)^2<4s|w|^2$, which is the stated condition after taking square roots. Conversely, if the condition holds, the numbers

$$x=\frac{as-b\pm i\sqrt{4s|w|^2-(as+b)^2}}{2s}$$

have $D=0$, satisfy both equations and are nonreal.

At equality, $|as+b|=2\sqrt{s}|w|$, a root must have $v=0$, and the completed square leaves $D^2=0$. The two energies have merged into the single real value $(as-b)/(2s)$.

When $b=-as$, the uncoupled levels coincide at $a$, and the formula reduces to $x=a\pm i|w|/\sqrt{s}$. Any nonzero coupling, however weak, then makes the energies complex.

## Energies and matrices in Lean

```lean
import Mathlib

open Matrix
open scoped ComplexOrder ComplexConjugate

namespace IndefiniteOverlap

noncomputable section
```

`IsGenEigenvalue H S x` is the definition of an energy given at the start. The index type `n` labels the basis functions and is finite. The vector `c` is not normalised, and `*ᵥ` is the product of a matrix with a vector.

```lean
/-- The number `x` is a generalized eigenvalue of the pair `(H, S)`: some nonzero coefficient
vector `c` satisfies `H c = x S c`. -/
def IsGenEigenvalue {n : Type*} [Fintype n] (H S : Matrix n n ℂ) (x : ℂ) : Prop :=
  ∃ c : n → ℂ, c ≠ 0 ∧ H *ᵥ c = x • (S *ᵥ c)
```

The next two definitions are the matrices of the model. The types carry part of the physics: `a`, `b` and `s` are real, while `w` and the matrix entries are complex. A real coupling is the special case of real `w`.

```lean
/-- The two-level Hamiltonian matrix with real diagonal elements `a`, `b` and complex
coupling `w`. -/
def hamiltonian (a b : ℝ) (w : ℂ) : Matrix (Fin 2) (Fin 2) ℂ :=
  !![(a : ℂ), w; conj w, (b : ℂ)]

/-- The overlap matrix `diag(1, -s)`, in which the second basis function has squared
norm `-s`. -/
def overlap (s : ℝ) : Matrix (Fin 2) (Fin 2) ℂ :=
  !![1, 0; 0, -(s : ℂ)]
```

The sign of `s` is left open in `overlap`; the theorems that need a negative norm assume `0 < s`. That assumption is postulated and not derived from an LAPW basis or from a particular error in the integrals. The model also takes the overlap as diagonal, with the first function normalised.

Hermiticity is checked entry by entry, and holds for every real `s`.

```lean
/-- The two-level Hamiltonian and overlap matrices are both Hermitian. -/
theorem both_hermitian (a b s : ℝ) (w : ℂ) :
    (hamiltonian a b w).IsHermitian ∧ (overlap s).IsHermitian := by
  refine ⟨Matrix.IsHermitian.ext fun i j => ?_, Matrix.IsHermitian.ext fun i j => ?_⟩
  · fin_cases i <;> fin_cases j <;> simp [hamiltonian]
  · fin_cases i <;> fin_cases j <;> simp [overlap]
```

## Zero norm and real energies at any size

In Lean, $c^\dagger Ac$ is written `star c ⬝ᵥ (A *ᵥ c)`. The first lemma says that this number equals its own conjugate when $A$ is Hermitian.

```lean
/-- The quadratic form of a Hermitian matrix is real. -/
theorem star_expectation {n : Type*} [Fintype n] {A : Matrix n n ℂ} (hA : A.IsHermitian)
    (c : n → ℂ) : star (star c ⬝ᵥ (A *ᵥ c)) = star c ⬝ᵥ (A *ᵥ c) := by
  rw [← Matrix.star_dotProduct, Matrix.star_mulVec, hA.eq, ← Matrix.dotProduct_mulVec]
```

The next theorem is the argument by conjugation and subtraction. `h` is $c^\dagger Hc=x\,c^\dagger Sc$, `h2` is its conjugate, and `h3` is the product $(x-x^*)\,c^\dagger Sc=0$. Since $x$ is nonreal, the first factor cannot vanish.

```lean
/-- For Hermitian `H` and `S` of any size, a solution of `H c = x S c` with nonreal `x` has
zero overlap norm. -/
theorem norm_eq_zero_of_nonreal {n : Type*} [Fintype n] {H S : Matrix n n ℂ}
    (hH : H.IsHermitian) (hS : S.IsHermitian) {x : ℂ} {c : n → ℂ}
    (hc : H *ᵥ c = x • (S *ᵥ c)) (hx : x.im ≠ 0) : star c ⬝ᵥ (S *ᵥ c) = 0 := by
  have h : star c ⬝ᵥ (H *ᵥ c) = x * (star c ⬝ᵥ (S *ᵥ c)) := by
    rw [hc, dotProduct_smul, smul_eq_mul]
  -- conjugating the energy expression replaces x by its conjugate
  have h2 := congrArg star h
  rw [star_expectation hH, star_mul', star_expectation hS, h] at h2
  have h3 : (x - star x) * (star c ⬝ᵥ (S *ᵥ c)) = 0 := by linear_combination h2
  refine (mul_eq_zero.mp h3).resolve_left fun h4 => hx ?_
  exact Complex.conj_eq_iff_im.1 (sub_eq_zero.1 h4).symm
```

For the two-level pair, zero norm means $|c_0|^2=s|c_1|^2$, with the components numbered from zero as in `Fin 2`.

A positive definite overlap contradicts zero norm for a nonzero vector, and this gives the usual reality of the energies. For a finite Hermitian pair, a nonreal exact energy therefore proves that the overlap is not positive definite. Computed energies need more care. A general solver that ignores the Hermitian structure can produce small imaginary parts by rounding, and a solver that starts with a Cholesky factorisation of $S$ stops at a clearly indefinite overlap instead of returning complex energies.

```lean
/-- For Hermitian `H` and positive definite `S`, every generalized eigenvalue is real. -/
theorem real_of_posDef {n : Type*} [Fintype n] {H S : Matrix n n ℂ}
    (hH : H.IsHermitian) (hS : S.PosDef) {x : ℂ} (hx : IsGenEigenvalue H S x) :
    x.im = 0 := by
  obtain ⟨c, hc0, hc⟩ := hx
  by_contra him
  have hpos := hS.dotProduct_mulVec_pos hc0
  rw [norm_eq_zero_of_nonreal hH hS.1 hc him] at hpos
  exact lt_irrefl _ hpos
```

## The secular equation

The step from eigenvectors to a determinant has three parts. `hM` computes $H-xS$, `hker` rewrites $Hc=xSc$ as $(H-xS)c=0$, and `Matrix.exists_mulVec_eq_zero_iff` replaces the existence of a nonzero solution by a vanishing determinant. `hw` supplies $ww^*=|w|^2$, so only the modulus of the coupling enters.

```lean
/-- The secular equation of the two-level pair: `x` is a generalized eigenvalue exactly when
`(a - x)(b + x s) = |w|²`. -/
theorem secular_equation (a b s : ℝ) (w x : ℂ) :
    IsGenEigenvalue (hamiltonian a b w) (overlap s) x ↔
      ((a : ℂ) - x) * (b + x * s) = ((‖w‖ ^ 2 : ℝ) : ℂ) := by
  have hw : w * conj w = ((‖w‖ ^ 2 : ℝ) : ℂ) := by
    rw [Complex.mul_conj, Complex.normSq_eq_norm_sq]
  have hM : hamiltonian a b w - x • overlap s =
      !![(a : ℂ) - x, w; conj w, (b : ℂ) + x * s] := by
    ext i j
    fin_cases i <;> fin_cases j <;> simp [hamiltonian, overlap]
  have hker : ∀ c : Fin 2 → ℂ, hamiltonian a b w *ᵥ c = x • (overlap s *ᵥ c) ↔
      (hamiltonian a b w - x • overlap s) *ᵥ c = 0 := by
    intro c
    rw [Matrix.sub_mulVec, Matrix.smul_mulVec, sub_eq_zero]
  -- a nonzero kernel vector exists exactly when the determinant vanishes
  simp only [IsGenEigenvalue, hker]
  rw [Matrix.exists_mulVec_eq_zero_iff, hM, Matrix.det_fin_two_of, hw, sub_eq_zero]
```

The complex equation is then split into two real ones, with `x.re` for $u$ and `x.im` for $v$. The second equation is $vD=0$. Both statements hold for every real `s`.

```lean
/-- The secular equation separated into its real and imaginary parts. -/
theorem secular_re_im (a b s : ℝ) (w x : ℂ) :
    IsGenEigenvalue (hamiltonian a b w) (overlap s) x ↔
      (a - x.re) * (b + x.re * s) + s * x.im ^ 2 = ‖w‖ ^ 2 ∧
        x.im * (a * s - b - 2 * s * x.re) = 0 := by
  rw [secular_equation, Complex.ext_iff]
  simp only [Complex.mul_re, Complex.mul_im, Complex.add_re, Complex.add_im,
    Complex.sub_re, Complex.sub_im, Complex.ofReal_re, Complex.ofReal_im]
  constructor
  · rintro ⟨h1, h2⟩
    exact ⟨by linear_combination h1, by linear_combination h2⟩
  · rintro ⟨h1, h2⟩
    exact ⟨by linear_combination h1, by linear_combination h2⟩
```

## The energies and the threshold

The following theorem describes all energies when $|as+b|\le2\sqrt{s}|w|$. It gives the real part and the square of the imaginary part, which covers both signs in the formula at once and includes the merged real energy at equality.

`hsq` is the squared form of the hypothesis. In the forward direction, `hD` states $D=0$, and there are two cases. If $v\neq0$, it follows from $vD=0$. If $v=0$, the completed square gives $D^2=(as+b)^2-4s|w|^2\le0$, so again $D=0$. The calls to `linear_combination` carry out the multiplication by $4s$ and the collection of terms. The reverse direction undoes the same algebra and cancels the nonzero factor $4s$.

```lean
/-- For `s > 0` and `|a s + b| ≤ 2 √s |w|`, the generalized eigenvalues are exactly the numbers
with real part `(a s - b) / (2 s)` and squared imaginary part
`(4 s |w|² - (a s + b)²) / (2 s)²`. -/
theorem eigenvalues_of_strong_coupling {a b s : ℝ} {w : ℂ} (hs : 0 < s)
    (h : |a * s + b| ≤ 2 * √s * ‖w‖) (x : ℂ) :
    IsGenEigenvalue (hamiltonian a b w) (overlap s) x ↔
      x.re = (a * s - b) / (2 * s) ∧
        x.im ^ 2 = (4 * s * ‖w‖ ^ 2 - (a * s + b) ^ 2) / (2 * s) ^ 2 := by
  have hsq : (a * s + b) ^ 2 ≤ 4 * s * ‖w‖ ^ 2 := by
    have e : (2 * √s * ‖w‖) ^ 2 = 4 * s * ‖w‖ ^ 2 := by
      rw [mul_pow, mul_pow, Real.sq_sqrt hs.le]; ring
    rw [← e, sq_le_sq, abs_of_nonneg (by positivity : 0 ≤ 2 * √s * ‖w‖)]
    exact h
  have n1 : 2 * s ≠ 0 := by positivity
  have n2 : (2 * s) ^ 2 ≠ 0 := by positivity
  have n3 : 4 * s ≠ 0 := by positivity
  rw [secular_re_im, eq_div_iff n1, eq_div_iff n2]
  constructor
  · rintro ⟨h1, h2⟩
    -- the real part is fixed, also when the imaginary part vanishes
    have hD : a * s - b - 2 * s * x.re = 0 := by
      rcases mul_eq_zero.mp h2 with h0 | h0
      · rw [h0] at h1
        have e : 4 * s * ‖w‖ ^ 2 =
            (a * s + b) ^ 2 - (a * s - b - 2 * s * x.re) ^ 2 := by
          linear_combination (-4 * s) * h1
        have hz : (a * s - b - 2 * s * x.re) ^ 2 = 0 :=
          le_antisymm (by linarith) (sq_nonneg _)
        exact pow_eq_zero_iff two_ne_zero |>.mp hz
      · exact h0
    exact ⟨by linear_combination -hD,
      by linear_combination 4 * s * h1 + (a * s - b - 2 * s * x.re) * hD⟩
  · rintro ⟨h1, h2⟩
    have hD : a * s - b - 2 * s * x.re = 0 := by linear_combination -h1
    refine ⟨mul_left_cancel₀ n3 ?_, by rw [hD, mul_zero]⟩
    linear_combination h2 - (a * s - b - 2 * s * x.re) * hD
```

The main theorem is `exists_nonreal_iff`. Its left side says that some energy has a nonzero imaginary part; its right side is the threshold. From left to right, `hD` is again $D=0$, and `e` identifies $4s|w|^2-(as+b)^2$ with the positive number $(2sv)^2$. From right to left, the proof writes down the root with positive imaginary part and uses the preceding theorem to confirm that it is an energy.

```lean
/-- For `s > 0`, the Hermitian pair with overlap `diag(1, -s)` has a nonreal generalized
eigenvalue exactly when `2 √s |w| > |a s + b|`. -/
theorem exists_nonreal_iff {a b s : ℝ} {w : ℂ} (hs : 0 < s) :
    (∃ x : ℂ, IsGenEigenvalue (hamiltonian a b w) (overlap s) x ∧ x.im ≠ 0) ↔
      |a * s + b| < 2 * √s * ‖w‖ := by
  have hsq : (a * s + b) ^ 2 < 4 * s * ‖w‖ ^ 2 ↔ |a * s + b| < 2 * √s * ‖w‖ := by
    have e : (2 * √s * ‖w‖) ^ 2 = 4 * s * ‖w‖ ^ 2 := by
      rw [mul_pow, mul_pow, Real.sq_sqrt hs.le]; ring
    rw [← e, sq_lt_sq, abs_of_nonneg (by positivity : 0 ≤ 2 * √s * ‖w‖)]
  constructor
  · rintro ⟨x, hx, him⟩
    obtain ⟨h1, h2⟩ := (secular_re_im a b s w x).1 hx
    have hD := (mul_eq_zero.mp h2).resolve_left him
    -- for a nonreal root, 4 s |w|² - (a s + b)² is the square of 2 s Im x
    have e : 4 * s * ‖w‖ ^ 2 - (a * s + b) ^ 2 = (2 * s * x.im) ^ 2 := by
      linear_combination (-4 * s) * h1 - (a * s - b - 2 * s * x.re) * hD
    have hpos : 0 < (2 * s * x.im) ^ 2 := by positivity
    exact hsq.1 (by linarith)
  · intro h
    have hR : 0 < 4 * s * ‖w‖ ^ 2 - (a * s + b) ^ 2 := sub_pos.2 (hsq.2 h)
    refine ⟨⟨(a * s - b) / (2 * s), √(4 * s * ‖w‖ ^ 2 - (a * s + b) ^ 2) / (2 * s)⟩,
      (eigenvalues_of_strong_coupling hs h.le _).2 ⟨rfl, ?_⟩, ?_⟩
    · rw [div_pow, Real.sq_sqrt hR.le]
    · exact (div_pos (Real.sqrt_pos.2 hR) (by positivity)).ne'
```

The last theorem substitutes $b=-as$. The hypothesis $|as+b|\le2\sqrt{s}|w|$ then holds for every `w`, so no condition on the coupling remains. For $w=0$ the statement reduces to the single real energy $a$.

```lean
/-- For `s > 0` and `b = -a s`, the generalized eigenvalues are exactly the numbers with real
part `a` and squared imaginary part `|w|² / s`. -/
theorem eigenvalues_at_resonance {a s : ℝ} {w : ℂ} (hs : 0 < s) (x : ℂ) :
    IsGenEigenvalue (hamiltonian a (-(a * s)) w) (overlap s) x ↔
      x.re = a ∧ x.im ^ 2 = ‖w‖ ^ 2 / s := by
  have h : |a * s + -(a * s)| ≤ 2 * √s * ‖w‖ := by
    rw [add_neg_cancel, abs_zero]
    positivity
  have n1 : 2 * s ≠ 0 := by positivity
  have n2 : (2 * s) ^ 2 ≠ 0 := by positivity
  have e1 : (a * s - -(a * s)) / (2 * s) = a := by
    rw [div_eq_iff n1]; ring
  have e2 : (4 * s * ‖w‖ ^ 2 - (a * s + -(a * s)) ^ 2) / (2 * s) ^ 2 = ‖w‖ ^ 2 / s := by
    rw [div_eq_div_iff n2 hs.ne']; ring
  rw [eigenvalues_of_strong_coupling hs h, e1, e2]

end

end IndefiniteOverlap
```

```lean
#print axioms IndefiniteOverlap.both_hermitian
#print axioms IndefiniteOverlap.real_of_posDef
#print axioms IndefiniteOverlap.exists_nonreal_iff
#print axioms IndefiniteOverlap.eigenvalues_at_resonance
```

```
'IndefiniteOverlap.both_hermitian' depends on axioms: [propext, Classical.choice, Quot.sound]
'IndefiniteOverlap.real_of_posDef' depends on axioms: [propext, Classical.choice, Quot.sound]
'IndefiniteOverlap.exists_nonreal_iff' depends on axioms: [propext, Classical.choice, Quot.sound]
'IndefiniteOverlap.eigenvalues_at_resonance' depends on axioms: [propext, Classical.choice, Quot.sound]
```
